# The Laue function of a finite chain: closed form, zeros and sum rule

## Question

To compute the kinematic diffraction pattern of a crystallite of $N$ identical cells along one axis, I factor the amplitude into the structure factor of one cell times the lattice sum $\sum_{j=0}^{N-1} e^{2\pi i j q}$, where $q$ is the momentum transfer in reciprocal-lattice units. I then use, for $N \ge 1$, that
$$L_N(q) = \Big|\sum_{j=0}^{N-1} e^{2\pi i j q}\Big|^2$$
equals $\sin^2(\pi N q)/\sin^2(\pi q)$ for non-integer $q$ and $N^2$ for integer $q$, vanishes exactly when $Nq$ is an integer and $q$ is not, and integrates to $N$ over $[0,1]$. How is this stated and proved in Lean 4 with Mathlib?

## Answer

### Modelling choices

Site $j = 0,\dots,N-1$ (`range N`) sits at $ja$ with lattice constant $a$, and $q = Qa/2\pi$ for wave-vector transfer $Q$. Write $e(x) = e^{2\pi i x}$, in Lean `phase x`; `laue N q` is $L_N(q)$. It is not divided by $N$: for cells with a structure factor of modulus one, the intensity per cell is $L_N/N$, with peak height $N$ and integral $1$ over $[0,1]$. "Integer $q$" is `∃ n : ℤ, q = n`.

For disorder, `chainAmplitude f N q` is $A_f(q) = \sum_{j<N} f_j\, e(jq)$ with arbitrary complex scattering factors $f_j$. They are independent of $q$ and the sites stay on the lattice, so substitutions and vacancies are covered, while displacements, ensemble averages and multiple scattering are not. For a block in $d$ dimensions, axis $i$ (`Fin d`) has $N_i$ cells and reduced coordinate $q_i$, and cell $n$, with $0 \le n_i < N_i$, carries the phase $e(\sum_i n_i q_i)$.

### Derivation by hand

1. $e(jq) = e(q)^j$, and $|e(x)-1|^2 = (\cos 2\pi x - 1)^2 + \sin^2 2\pi x = 2 - 2\cos 2\pi x = 4\sin^2 \pi x$.
2. The geometric sum telescopes: $\big(\sum_{j<N} e(q)^j\big)(e(q)-1) = e(Nq)-1$. Taking squared moduli and dividing by $4$ gives, for every real $q$,
$$L_N(q)\,\sin^2(\pi q) = \sin^2(\pi N q).$$
3. For integer $q$, $e(q) = 1$, each term is $1$, and $L_N = N^2$.
4. $\sin \pi x = 0$ exactly for integer $x$. For non-integer $q$, dividing step 2 gives the quotient. If $L_N(q) = 0$, step 2 makes $Nq$ an integer, and step 3 with $N^2 > 0$ excludes integer $q$. Conversely, if $Nq$ is an integer and $q$ is not, then $L_N \sin^2(\pi q) = 0$ with $\sin(\pi q) \ne 0$, so $L_N = 0$.
5. For integer $m \ne 0$, $\int_0^1 e(mq)\,dq = (e(m)-1)/(2\pi i m) = 0$; for $m = 0$ the integral is $1$. Since $|A_f|^2 = \sum_{j,k<N} f_j \bar f_k\, e((j-k)q)$, only $j = k$ survives:
$$\int_0^1 |A_f(q)|^2\,dq = \sum_{j<N} |f_j|^2 .$$
Setting $f_j = 1$ gives $\int_0^1 L_N\,dq = N$.
6. For the block, $e(\sum_i n_i q_i) = \prod_i e(n_i q_i)$, the sum over cells becomes a product of one-dimensional sums, and the intensity is $\prod_i L_{N_i}(q_i)$.

For $N = 3$ and $q = 1/4$ the sum is $1 + i - 1 = i$, so $L_3 = 1$, and $\sin^2(3\pi/4)/\sin^2(\pi/4) = \tfrac12/\tfrac12 = 1$. The double sum gives $L_3 = 3 + 4\cos 2\pi q + 2\cos 4\pi q$, which is $9$ at $q = 0$, equals $3 - 2 - 1 = 0$ at $q = 1/3$, and has integral $3$.

### The file

```lean
import Mathlib

open Real Finset ComplexConjugate

namespace LaueFunction

noncomputable section

/-- The phase factor `exp (2 π i x)`. -/
def phase (x : ℝ) : ℂ := Complex.exp (2 * π * Complex.I * x)

/-- The Laue function of a chain of `N` cells at reduced wave number `q`:
the squared modulus of `∑_{j<N} exp (2 π i j q)`. -/
def laue (N : ℕ) (q : ℝ) : ℝ := ‖∑ j ∈ range N, phase (j * q)‖ ^ 2

/-- The amplitude scattered by a chain of `N` sites in which site `j` has the
scattering factor `f j`. -/
def chainAmplitude (f : ℕ → ℂ) (N : ℕ) (q : ℝ) : ℂ := ∑ j ∈ range N, f j * phase (j * q)

/-- The phase of site `j` is the `j`-th power of the phase step between neighbours. -/
theorem phase_nat_mul (j : ℕ) (q : ℝ) : phase (j * q) = phase q ^ j := by
  unfold phase
  rw [← Complex.exp_nat_mul]
  congr 1
  push_cast
  ring

/-- The squared distance of `exp (2 π i x)` from one is `4 sin² (π x)`. -/
theorem norm_sq_phase_sub_one (x : ℝ) : ‖phase x - 1‖ ^ 2 = 4 * Real.sin (π * x) ^ 2 := by
  have h : phase x = Complex.exp (((2 * (π * x) : ℝ) : ℂ) * Complex.I) := by
    unfold phase
    congr 1
    push_cast
    ring
  rw [h, Complex.sq_norm, Complex.normSq_apply, Complex.sub_re, Complex.sub_im,
    Complex.exp_ofReal_mul_I_re, Complex.exp_ofReal_mul_I_im, Complex.one_re, Complex.one_im,
    Real.cos_two_mul, Real.sin_two_mul]
  linear_combination 4 * (Real.cos (π * x) ^ 2 - 1) * Real.sin_sq_add_cos_sq (π * x)

/-- For integer `m`, the integral of `exp (2 π i m q)` over `0 ≤ q ≤ 1` is one if `m = 0`
and zero otherwise. -/
theorem integral_phase (m : ℤ) :
    ∫ q in (0 : ℝ)..1, phase (m * q) = if m = 0 then 1 else 0 := by
  by_cases hm : m = 0
  · simp [hm, phase]
  · have hq : ∀ q : ℝ, phase (m * q) = Complex.exp ((2 * π * Complex.I * m) * q) := by
      intro q
      unfold phase
      congr 1
      push_cast
      ring
    have hc : (2 * π * Complex.I * m : ℂ) ≠ 0 :=
      mul_ne_zero Complex.two_pi_I_ne_zero (by exact_mod_cast hm)
    have h1 : Complex.exp (2 * π * Complex.I * m) = 1 := by
      rw [mul_comm]
      exact Complex.exp_int_mul_two_pi_mul_I m
    simp_rw [hq]
    rw [if_neg hm, integral_exp_mul_complex hc, Complex.ofReal_one, Complex.ofReal_zero,
      mul_one, mul_zero, h1, Complex.exp_zero, sub_self, zero_div]

/-- For every real `q`, the Laue function times `sin² (π q)` equals `sin² (π N q)`. -/
theorem laue_mul_sin_sq (N : ℕ) (q : ℝ) :
    laue N q * Real.sin (π * q) ^ 2 = Real.sin (π * N * q) ^ 2 := by
  -- geometric sum of the phases
  have hg : (∑ j ∈ range N, phase (j * q)) * (phase q - 1) = phase (N * q) - 1 := by
    simp only [phase_nat_mul]
    exact geom_sum_mul _ _
  have hn := congrArg (fun z : ℂ => ‖z‖ ^ 2) hg
  simp only [norm_mul, mul_pow, norm_sq_phase_sub_one] at hn
  unfold laue
  rw [mul_assoc π]
  linear_combination hn / 4

/-- At an integer wave number the Laue function equals `N²`. -/
theorem laue_int (N : ℕ) (n : ℤ) : laue N n = (N : ℝ) ^ 2 := by
  have hp : phase n = 1 := by
    unfold phase
    rw [mul_comm, Complex.ofReal_intCast]
    exact Complex.exp_int_mul_two_pi_mul_I n
  simp [laue, phase_nat_mul, hp]

/-- For arbitrary scattering factors, the intensity of a chain integrated over `0 ≤ q ≤ 1`
is the sum of the squared moduli of the scattering factors. -/
theorem integral_intensity (f : ℕ → ℂ) (N : ℕ) :
    ∫ q in (0 : ℝ)..1, ‖chainAmplitude f N q‖ ^ 2 = ∑ j ∈ range N, ‖f j‖ ^ 2 := by
  have hc : Continuous phase := by
    unfold phase
    fun_prop
  have hconj : ∀ a b : ℝ, phase a * conj (phase b) = phase (a - b) := by
    intro a b
    unfold phase
    rw [← Complex.exp_conj, ← Complex.exp_add]
    congr 1
    simp only [map_mul, Complex.conj_ofReal, Complex.conj_I, map_ofNat]
    push_cast
    ring
  -- the intensity as a double sum over pairs of sites
  have key : ∀ q : ℝ, ((‖chainAmplitude f N q‖ ^ 2 : ℝ) : ℂ) = ∑ j ∈ range N, ∑ k ∈ range N,
      f j * conj (f k) * phase ((((j : ℤ) - (k : ℤ) : ℤ) : ℝ) * q) := by
    intro q
    rw [Complex.sq_norm, ← Complex.mul_conj, chainAmplitude, map_sum, Finset.sum_mul_sum]
    refine Finset.sum_congr rfl fun j _ => Finset.sum_congr rfl fun k _ => ?_
    have e : (((j : ℤ) - (k : ℤ) : ℤ) : ℝ) * q = j * q - k * q := by
      push_cast
      ring
    rw [e, ← hconj, map_mul]
    ring
  have hsum : ∀ g : ℕ → ℝ → ℂ, (∀ j, Continuous (g j)) →
      ∫ q in (0 : ℝ)..1, ∑ j ∈ range N, g j q = ∑ j ∈ range N, ∫ q in (0 : ℝ)..1, g j q := by
    intro g hg
    exact intervalIntegral.integral_finsetSum fun j _ => (hg j).intervalIntegrable _ _
  apply Complex.ofReal_injective
  rw [← intervalIntegral.integral_ofReal, Complex.ofReal_sum]
  simp_rw [key]
  refine (hsum _ (fun j => by fun_prop)).trans (Finset.sum_congr rfl fun j hj => ?_)
  refine (hsum _ (fun k => by fun_prop)).trans ?_
  -- only the diagonal pairs survive the integration
  rw [Finset.sum_eq_single j]
  · rw [intervalIntegral.integral_const_mul, integral_phase, if_pos (sub_self _), mul_one,
      Complex.mul_conj, Complex.normSq_eq_norm_sq]
  · intro k _ hk
    have hne : ¬ ((j : ℤ) - (k : ℤ) = 0) := by omega
    rw [intervalIntegral.integral_const_mul, integral_phase, if_neg hne, mul_zero]
  · intro h
    exact absurd hj h

/-- The Laue function of `N ≥ 1` cells is `sin² (π N q) / sin² (π q)` for non-integer `q` and
`N²` for integer `q`; it vanishes exactly when `N q` is an integer and `q` is not, and its
integral over `[0, 1]` is `N`. -/
theorem laue_function (N : ℕ) (hN : 1 ≤ N) :
    (∀ q : ℝ, (¬ ∃ n : ℤ, q = n) →
      laue N q = Real.sin (π * N * q) ^ 2 / Real.sin (π * q) ^ 2) ∧
    (∀ q : ℝ, (∃ n : ℤ, q = n) → laue N q = (N : ℝ) ^ 2) ∧
    (∀ q : ℝ, laue N q = 0 ↔ (∃ m : ℤ, N * q = m) ∧ ¬ ∃ n : ℤ, q = n) ∧
    ∫ q in (0 : ℝ)..1, laue N q = N := by
  have hsin : ∀ x : ℝ, Real.sin (π * x) ^ 2 = 0 ↔ ∃ n : ℤ, x = n := by
    intro x
    rw [sq_eq_zero_iff, Real.sin_eq_zero_iff]
    refine exists_congr fun n => ⟨fun h => ?_, fun h => by rw [h, mul_comm]⟩
    exact mul_left_cancel₀ Real.pi_ne_zero (by linarith)
  have hpos : (0 : ℝ) < N := by exact_mod_cast hN
  refine ⟨fun q hq => ?_, ?_, fun q => ⟨fun h0 => ⟨?_, ?_⟩, ?_⟩, ?_⟩
  · rw [eq_div_iff (mt (hsin q).1 hq), laue_mul_sin_sq]
  · rintro q ⟨n, rfl⟩
    exact laue_int N n
  · rw [← hsin, ← mul_assoc, ← laue_mul_sin_sq, h0, zero_mul]
  · -- at integer `q` the value is `N² > 0`
    rintro ⟨n, rfl⟩
    rw [laue_int] at h0
    exact (pow_pos hpos 2).ne' h0
  · rintro ⟨hm, hq⟩
    have h := laue_mul_sin_sq N q
    rw [mul_assoc π, (hsin _).2 hm] at h
    exact (mul_eq_zero.1 h).resolve_right (mt (hsin q).1 hq)
  · simpa [chainAmplitude, laue] using integral_intensity (fun _ => 1) N

/-- For a block of cells with `N i` cells along axis `i`, the squared modulus of the sum of
`exp (2 π i n · q)` over all cells `n` is the product of the Laue functions of the axes. -/
theorem block_intensity {d : ℕ} (N : Fin d → ℕ) (q : Fin d → ℝ) :
    ‖∑ n ∈ Fintype.piFinset (fun i => range (N i)), phase (∑ i, n i * q i)‖ ^ 2
      = ∏ i, laue (N i) (q i) := by
  have h : ∑ n ∈ Fintype.piFinset (fun i => range (N i)), phase (∑ i, n i * q i)
      = ∏ i, ∑ j ∈ range (N i), phase (j * q i) := by
    rw [Finset.prod_univ_sum]
    refine Finset.sum_congr rfl fun n _ => ?_
    unfold phase
    rw [← Complex.exp_sum, Complex.ofReal_sum, Finset.mul_sum]
  rw [h]
  simp only [laue, norm_prod, Finset.prod_pow]

end

end LaueFunction
```

```lean
#print axioms LaueFunction.laue_function
#print axioms LaueFunction.block_intensity
```

```
'LaueFunction.laue_function' depends on axioms: [propext, Classical.choice, Quot.sound]
'LaueFunction.block_intensity' depends on axioms: [propext, Classical.choice, Quot.sound]
```

### Remarks

`laue_function` is a conjunction of four clauses, in the order of the question, under the single hypothesis `hN : 1 ≤ N`. That hypothesis enters only through `hpos`, to exclude integer $q$ from the zeros: for $N = 0$ the sum is empty and vanishes everywhere. For $N = 1$, $L_1 = 1$ and the zero set is empty. The non-integer condition in the first clause matters because at integer $q$ Lean reads the quotient $0/0$ as $0$, not $N^2$. `integral_intensity` and `block_intensity` have no hypotheses.

Step 1 is `phase_nat_mul` and `norm_sq_phase_sub_one`; the latter splits into real and imaginary parts, applies the double-angle formulas and closes by `linear_combination` with `Real.sin_sq_add_cos_sq`. Step 2 is `laue_mul_sin_sq`: `geom_sum_mul` supplies `hg`, `congrArg` takes squared moduli, and `hn / 4` is the division. Step 3 is `laue_int`. In step 5, `integral_phase` uses `integral_exp_mul_complex` with `h1` for $e(m) = 1$; in `integral_intensity`, `key` is the double sum, with $j - k$ formed in `ℤ` so that it can be negative, `hsum` exchanges sum and integral by continuity, and `Finset.sum_eq_single j` keeps the diagonal. Inside `laue_function`, `hsin` locates the zeros of the sine and the six bullets are, in turn, the quotient, the integer value, the three parts of the zero argument of step 4, and $f_j = 1$. Step 6 is `Finset.prod_univ_sum` with `Complex.exp_sum`, followed by `norm_prod`.

In simulations with a periodic supercell of $N$ cells one samples $q = m/N$ with integer $m$, and for a perfect chain of identical scatterers in single scattering the theorem gives $L_N = N^2$ when $N$ divides $m$ and $L_N = 0$ otherwise.

The argument of step 5 also yields the Fourier coefficients, which the file does not treat: for integer $m$ with $|m| \le N$, $\int_0^1 L_N(q)\,e(-mq)\,dq$ counts the pairs with $j - k = m$ and equals $N - |m|$, matching the coefficients $3, 2, 1$ of $L_3$.
